# On a finite screened lattice at zero chemical potential, added nuclear charge never lowers the Thomas-Fermi potential, and separate potentials sum to an upper bound

If adding a nucleus at fixed chemical potential could lower the Thomas-Fermi potential somewhere, a grid point might lose electrons because positive charge had been brought in. I can't rule this out by looking at the equation. The new nucleus raises the potential, but it also draws in electrons, and their charge pushes the potential back down. The density depends on the potential through a power $3/2$, so I can't simply superpose solutions. On a finite grid, can the electrons overscreen the added charge at some site? And is the molecular potential really bounded by the sum of the atomic ones?

## No overscreening under two sign conditions on the lattice operator

They can't overscreen, and the sum is an upper bound, provided that the lattice operator satisfies two sign conditions. Let $\phi_i$ be the potential at site $i$, positive where it attracts electrons, and let $z_i$ be the nuclear charge there. With the chemical potential set to zero, the lattice equation is

$$(L\phi)_i+\rho(\phi_i)=z_i,\qquad \rho(t)=c\,\max(t,0)^{3/2},\qquad c\ge 0 .$$

Here $L$ stands for a discretised $-\Delta/4\pi$ plus a screening term, multiplied by the cell volume so that every term is a charge per site. The constant $c$ comes from filling free-electron states up to the local Fermi level; in atomic units it is $2^{3/2}/(3\pi^2)$ times the cell volume. The conditions on $L$ are

$$L_{ij}\le 0\ \ (i\ne j),\qquad R_i=\sum_j L_{ij}>0 .$$

The first says that raising the potential at one site never increases the charge needed at another. The second says that a uniform positive potential needs positive charge at every site even before the electron density $\rho$ is counted, as it does in a medium with linear screening.

**More charge, higher potential.** Let $\phi$ and $\psi$ solve the equation for charges $z\le z'$. Suppose that $\phi\le\psi$ fails somewhere. Then $w=\phi-\psi$ has a largest value $w_k=M>0$, and at that site

$$(Lw)_k=M R_k+\sum_{j\ne k}(-L_{kj})(M-w_j)\ \ge\ M R_k>0 .$$

Since $\phi_k>\psi_k$ and $\rho$ is nondecreasing, $\rho(\phi_k)-\rho(\psi_k)\ge 0$. Adding the two gives $z_k-z'_k>0$, which contradicts $z\le z'$. So $\phi\le\psi$ at every site. The electrons do respond, but where the potential is higher there are at least as many of them, so their response can't reverse the sign of the change.

**Nonnegative charge, nonnegative potential.** The zero potential solves the equation for zero charge. Comparison with it gives $\phi\ge 0$ whenever $z\ge 0$.

**The sum as an upper bound.** For $a,b\ge 0$, writing $t^{3/2}=t\sqrt t$ gives

$$a\sqrt a+b\sqrt b\ \le\ a\sqrt{a+b}+b\sqrt{a+b}=(a+b)^{3/2},$$

so $\rho(a)+\rho(b)\le\rho(a+b)$. Let $\phi_1,\phi_2$ belong to charges $z_1,z_2\ge 0$; both potentials are nonnegative by the previous step. The charge needed to sustain their sum is

$$L(\phi_1+\phi_2)+\rho(\phi_1+\phi_2)\ \ge\ L\phi_1+\rho(\phi_1)+L\phi_2+\rho(\phi_2)=z_1+z_2 .$$

The potential $\phi_{12}$ of the joint system belongs to exactly $z_1+z_2$, so comparison gives $\phi_{12}\le\phi_1+\phi_2$.

**Error control.** Suppose that all row sums satisfy $R_i\ge\kappa>0$ and that $|z_i-z'_i|\le\varepsilon$ at every site. Raise $\psi$ by the constant $\delta=\varepsilon/\kappa$. Its charge rises by at least $R_i\delta\ge\varepsilon$, because the density does not fall. The raised potential therefore needs at least the charge $z$, and comparison gives $\phi\le\psi+\varepsilon/\kappa$. Exchanging the roles of $\phi$ and $\psi$ gives $|\phi_i-\psi_i|\le\varepsilon/\kappa$.

**A two-site example.** Take $L$ with $2$ on the diagonal and $-1$ off it, and $c=3/5$. The potential $1$ on both sites needs charge $1+3/5=8/5$ on each. The potential $16/9$ on both sites needs

$$\frac{16}{9}+\frac35\cdot\frac{64}{27}=\frac{16}{9}+\frac{64}{45}=\frac{16}{5},$$

which is twice as much. Doubling the charge therefore raises the potential from $1$ to $16/9$ and not to $2$, so the upper bound can be strict.

## The lattice equation as Lean states it

The type `n` is the finite set of sites. It carries no geometry: distances and neighbours enter only through the matrix `L`. A potential or a charge distribution is a function `n → ℝ`, and `φ ≤ ψ` means inequality at every site. The letter `ψ` denotes a second potential, not a wavefunction.

`electronDensity c t` is $\rho(t)$, a nonnegative number of electrons per site with no charge sign attached. `tfCharge L c φ` is the left side of the equation. Despite its name it is neither the electronic nor the net charge, but the nuclear charge that a given potential requires. A hypothesis such as `tfCharge L c φ = z` therefore says that `φ` solves the Thomas-Fermi equation for `z`.

`IsScreened L` collects the two sign conditions. In matrix language, such an `L` is a strictly diagonally dominant M-matrix. It need not be symmetric, and `c = 0` is allowed.

`teller_monotone` is the comparison statement and `teller_subadditive` is the bound on the joint potential; only the latter requires nonnegative charges. `potential_stability` is the error estimate, and `teller_witness` records the two-site example. All the general statements take solutions as given and compare them; existence is a hypothesis. The chemical potential is fixed at zero, so the number of electrons follows from the potential and is not prescribed.

Teller's name is also attached to the absence of molecular binding in Thomas-Fermi theory. That is a statement about energies, and no energy appears here; the results concern potentials alone.

The step from this model to a real Thomas-Fermi molecule is the passage to the unscreened Coulomb problem in infinite space. The difficulty already shows on a grid, since the ordinary discrete Laplacian has row sum zero at interior points. Merely nonnegative row sums don't suffice for monotonicity: on a single site with $L=0$, the potentials $0$ and $-1$ both belong to zero charge. A connected grid with fixed boundary values needs a further argument, for example one that carries the maximum from site to site until it reaches the boundary.

```lean
import Mathlib

open Matrix

namespace LatticeThomasFermi

noncomputable section

variable {n : Type*} [Fintype n]

/-- The Thomas-Fermi electron density `c max(t, 0)^(3/2)` at a site with potential `t`. -/
def electronDensity (c t : ℝ) : ℝ := c * (max t 0) ^ (3 / 2 : ℝ)

/-- The nuclear charge `L φ + c max(φ, 0)^(3/2)` that sustains the potential `φ` on the lattice.
The Thomas-Fermi equation for nuclear charge `z` reads `tfCharge L c φ = z`. -/
def tfCharge (L : Matrix n n ℝ) (c : ℝ) (φ : n → ℝ) : n → ℝ :=
  fun i => (L *ᵥ φ) i + electronDensity c (φ i)

/-- A lattice operator with nonpositive off-diagonal entries and positive row sums. -/
structure IsScreened (L : Matrix n n ℝ) : Prop where
  offDiag : ∀ i j, i ≠ j → L i j ≤ 0
  rowSum : ∀ i, 0 < ∑ j, L i j

/-- For `t ≥ 0` the power `t^(3/2)` equals `t √t`. -/
theorem rpow_three_halves {t : ℝ} (ht : 0 ≤ t) : t ^ (3 / 2 : ℝ) = t * √t := by
  rw [show (3 / 2 : ℝ) = 1 + 1 / 2 by norm_num,
    Real.rpow_add_of_nonneg ht (by norm_num) (by norm_num), Real.rpow_one, Real.sqrt_eq_rpow]

/-- For `c ≥ 0` a higher potential holds at least as many electrons. -/
theorem electronDensity_mono {c s t : ℝ} (hc : 0 ≤ c) (h : s ≤ t) :
    electronDensity c s ≤ electronDensity c t :=
  mul_le_mul_of_nonneg_left
    (Real.rpow_le_rpow (le_max_right _ _) (max_le_max h le_rfl) (by norm_num)) hc

/-- For `c ≥ 0` and nonnegative potentials, the density in the summed potential is at least
the sum of the separate densities. -/
theorem electronDensity_superadditive {c a b : ℝ} (hc : 0 ≤ c) (ha : 0 ≤ a) (hb : 0 ≤ b) :
    electronDensity c a + electronDensity c b ≤ electronDensity c (a + b) := by
  have hab := add_nonneg ha hb
  have h1 := mul_le_mul_of_nonneg_left (Real.sqrt_le_sqrt (by linarith : a ≤ a + b)) ha
  have h2 := mul_le_mul_of_nonneg_left (Real.sqrt_le_sqrt (by linarith : b ≤ a + b)) hb
  have h : a * √a + b * √b ≤ (a + b) * √(a + b) := by
    rw [add_mul]
    exact add_le_add h1 h2
  unfold electronDensity
  rw [max_eq_left ha, max_eq_left hb, max_eq_left hab, rpow_three_halves ha,
    rpow_three_halves hb, rpow_three_halves hab, ← mul_add]
  exact mul_le_mul_of_nonneg_left h hc

/-- Teller's lemma, monotonicity: for a screened lattice operator and `c ≥ 0`, if the nuclear
charge sustaining `φ` is nowhere larger than that sustaining `ψ`, then `φ ≤ ψ` at every site. -/
theorem teller_monotone {L : Matrix n n ℝ} {c : ℝ} {φ ψ z z' : n → ℝ}
    (hL : IsScreened L) (hc : 0 ≤ c) (hφ : tfCharge L c φ = z) (hψ : tfCharge L c ψ = z')
    (hz : z ≤ z') : φ ≤ ψ := by
  intro i
  by_contra hi
  have hi' : ψ i < φ i := not_le.mp hi
  have : Nonempty n := ⟨i⟩
  -- go to the site where the potential difference is largest
  obtain ⟨k, hk⟩ := Finite.exists_max (fun j => φ j - ψ j)
  have hmax : ∀ j, φ j - ψ j ≤ φ k - ψ k := hk
  have hpos : 0 < φ k - ψ k := by linarith [hmax i]
  -- there the lattice operator acts at least as on a constant
  have hrow : (φ k - ψ k) * ∑ j, L k j ≤ (L *ᵥ φ) k - (L *ᵥ ψ) k := by
    have e : (L *ᵥ φ) k - (L *ᵥ ψ) k = ∑ j, L k j * (φ j - ψ j) := by
      simp only [Matrix.mulVec, dotProduct, mul_sub, Finset.sum_sub_distrib]
    rw [e, Finset.mul_sum]
    apply Finset.sum_le_sum
    intro j _
    by_cases hj : j = k
    · rw [hj]
      exact (mul_comm _ _).le
    · have h0 := hL.offDiag k j (Ne.symm hj)
      nlinarith [mul_nonneg (neg_nonneg.mpr h0) (sub_nonneg.mpr (hmax j))]
  -- the density difference is nonnegative there, which contradicts the ordering of the charges
  have hd := electronDensity_mono hc (by linarith : ψ k ≤ φ k)
  have hq : tfCharge L c φ k ≤ tfCharge L c ψ k := by
    rw [hφ, hψ]
    exact hz k
  simp only [tfCharge] at hq
  have := mul_pos hpos (hL.rowSum k)
  linarith

/-- For a screened lattice operator and `c ≥ 0`, a nonnegative nuclear charge gives a
nonnegative Thomas-Fermi potential. -/
theorem potential_nonneg {L : Matrix n n ℝ} {c : ℝ} {φ z : n → ℝ}
    (hL : IsScreened L) (hc : 0 ≤ c) (hφ : tfCharge L c φ = z) (hz : 0 ≤ z) : 0 ≤ φ := by
  have h0 : tfCharge L c 0 = 0 := by
    ext i
    simp [tfCharge, electronDensity, Real.zero_rpow (by norm_num : (3 / 2 : ℝ) ≠ 0)]
  exact teller_monotone hL hc h0 hφ hz

/-- Teller's lemma, subadditivity: for a screened lattice operator, `c ≥ 0` and nonnegative
nuclear charges `z₁`, `z₂`, the potential of the joint system is at every site at most the sum
of the potentials of the separate systems. -/
theorem teller_subadditive {L : Matrix n n ℝ} {c : ℝ} {φ₁ φ₂ φ₁₂ z₁ z₂ : n → ℝ}
    (hL : IsScreened L) (hc : 0 ≤ c) (hz₁ : 0 ≤ z₁) (hz₂ : 0 ≤ z₂)
    (h₁ : tfCharge L c φ₁ = z₁) (h₂ : tfCharge L c φ₂ = z₂)
    (h₁₂ : tfCharge L c φ₁₂ = z₁ + z₂) : φ₁₂ ≤ φ₁ + φ₂ := by
  have p₁ := potential_nonneg hL hc h₁ hz₁
  have p₂ := potential_nonneg hL hc h₂ hz₂
  -- the summed potential needs at least the charge z₁ + z₂
  refine teller_monotone hL hc h₁₂ rfl ?_
  intro i
  have hs := electronDensity_superadditive hc (p₁ i) (p₂ i)
  rw [← h₁, ← h₂]
  simp only [tfCharge, Pi.add_apply, Matrix.mulVec_add]
  linarith

/-- Stability: for a screened lattice operator with all row sums at least `κ > 0` and `c ≥ 0`,
nuclear charges that differ by at most `ε` at each site give potentials that differ by at most
`ε / κ` at each site. -/
theorem potential_stability {L : Matrix n n ℝ} {c κ ε : ℝ} {φ ψ z z' : n → ℝ}
    (hL : IsScreened L) (hc : 0 ≤ c) (hκ : 0 < κ) (hrow : ∀ i, κ ≤ ∑ j, L i j)
    (hφ : tfCharge L c φ = z) (hψ : tfCharge L c ψ = z')
    (hz : ∀ i, |z i - z' i| ≤ ε) (i : n) : |φ i - ψ i| ≤ ε / κ := by
  have hε : 0 ≤ ε := (abs_nonneg _).trans (hz i)
  have hδ : 0 ≤ ε / κ := div_nonneg hε hκ.le
  -- raising a potential by ε / κ raises its charge by at least ε
  have key : ∀ u v : n → ℝ, (∀ j, tfCharge L c u j ≤ tfCharge L c v j + ε) →
      u i ≤ v i + ε / κ := by
    intro u v huv
    have hle : u ≤ fun j => v j + ε / κ := by
      refine teller_monotone hL hc rfl rfl ?_
      intro j
      have e : (L *ᵥ fun k => v k + ε / κ) j = (L *ᵥ v) j + (∑ k, L j k) * (ε / κ) := by
        simp only [Matrix.mulVec, dotProduct, mul_add, Finset.sum_add_distrib, Finset.sum_mul]
      have h1 := mul_le_mul_of_nonneg_right (hrow j) hδ
      have h2 : κ * (ε / κ) = ε := by field_simp
      have h3 := electronDensity_mono hc (by linarith : v j ≤ v j + ε / κ)
      have h4 := huv j
      simp only [tfCharge] at h4 ⊢
      rw [e]
      linarith
    exact hle i
  have h1 := key φ ψ (fun j => by rw [hφ, hψ]; linarith [(abs_le.mp (hz j)).2])
  have h2 := key ψ φ (fun j => by rw [hφ, hψ]; linarith [(abs_le.mp (hz j)).1])
  exact abs_le.mpr ⟨by linarith, by linarith⟩

/-- A screened two-site lattice with `c = 3/5`: potential `1` on both sites needs charge `8/5` on
each, potential `16/9` on both sites needs twice that charge, and `16/9` is strictly less than
`1 + 1`. -/
theorem teller_witness :
    IsScreened !![(2 : ℝ), -1; -1, 2] ∧
    tfCharge !![(2 : ℝ), -1; -1, 2] (3 / 5) ![1, 1] = ![8 / 5, 8 / 5] ∧
    tfCharge !![(2 : ℝ), -1; -1, 2] (3 / 5) ![16 / 9, 16 / 9]
      = ![8 / 5, 8 / 5] + ![8 / 5, 8 / 5] ∧
    (16 / 9 : ℝ) < 1 + 1 := by
  have h1 : electronDensity (3 / 5) 1 = 3 / 5 := by
    norm_num [electronDensity]
  have hs : √(16 / 9 : ℝ) = 4 / 3 := by
    rw [show (16 / 9 : ℝ) = (4 / 3) ^ 2 by norm_num]
    exact Real.sqrt_sq (by norm_num)
  have h2 : electronDensity (3 / 5) (16 / 9) = 64 / 45 := by
    unfold electronDensity
    rw [max_eq_left (by norm_num), rpow_three_halves (by norm_num), hs]
    norm_num
  refine ⟨⟨?_, ?_⟩, ?_, ?_, by norm_num⟩
  · intro i j hij
    fin_cases i <;> fin_cases j <;> simp at hij ⊢
  · intro i
    fin_cases i <;> norm_num [Fin.sum_univ_succ]
  · ext i
    fin_cases i <;> norm_num [tfCharge, Matrix.mulVec, dotProduct, Fin.sum_univ_succ, h1]
  · ext i
    fin_cases i <;> norm_num [tfCharge, Matrix.mulVec, dotProduct, Fin.sum_univ_succ, h2]

end

end LatticeThomasFermi
```

```lean
#print axioms LatticeThomasFermi.potential_nonneg
#print axioms LatticeThomasFermi.teller_subadditive
#print axioms LatticeThomasFermi.potential_stability
```

```
'LatticeThomasFermi.potential_nonneg' depends on axioms: [propext, Classical.choice, Quot.sound]
'LatticeThomasFermi.teller_subadditive' depends on axioms: [propext, Classical.choice, Quot.sound]
'LatticeThomasFermi.potential_stability' depends on axioms: [propext, Classical.choice, Quot.sound]
```

## Finding the site of largest difference

The argument by contradiction needs a site where $\phi-\psi$ is largest. `teller_monotone` obtains it from Mathlib's `Finite.exists_max`, which says that a function from a nonempty finite type to a linear order attains a maximum. It returns a point `k` together with a proof that no other value exceeds the value at `k`.

Finiteness comes from the assumption on `n`. Nonemptiness is not assumed in the theorem, and it needn't be. To prove `φ ≤ ψ`, Lean introduces an arbitrary site `i`, and that site supplies `Nonempty n`. On an empty lattice there is nothing to prove. The site `i`, where the inequality is supposed to fail, has a second use: the difference there is positive, so the maximum is positive too, which is `hpos`.

The line `hmax` restates the maximum property as an explicit inequality between potential differences, in a form that the arithmetic tactics can use. In the continuum the same step would take analysis, because the difference of two potentials on infinite space need not attain its supremum without some control at infinity.

## From the maximum to the bounds

The fact `hrow` is the estimate $(Lw)_k\ge MR_k$. Lean proves it term by term with `Finset.sum_le_sum`. The term $j=k$ is an equality. For every other term, `nlinarith` receives the nonnegative product $(-L_{kj})(M-w_j)$, the same product that appears in the displayed formula. Then `hd` supplies the ordering of the densities, `hq` the ordering of the charges, and the last `linarith` finds the contradiction with $MR_k>0$.

The density facts come from two lemmas. `electronDensity_mono` follows from the monotonicity of the truncation and of the power. `electronDensity_superadditive` adds the two square-root inequalities as above, and then uses `rpow_three_halves` to replace $t^{3/2}$ by $t\sqrt t$ in the densities.

`potential_nonneg` checks that the zero potential has zero charge and applies `teller_monotone`. In `teller_subadditive`, the same theorem compares `φ₁₂` with `φ₁ + φ₂`. The second potential need not be a solution for $z_1+z_2$, but it is trivially a solution for whatever charge it sustains. The argument `rfl` expresses this, and what remains to be shown is that this charge is at least $z_1+z_2$. Linearity of `L` and superadditivity of the density settle that.

`potential_stability` uses the same idea for a potential raised by a constant. Its internal statement `key` gives a one-sided bound, which is applied once in each direction and combined into the absolute value. In `teller_witness`, the densities at the potentials $1$ and $16/9$ are computed first, the latter from $\sqrt{16/9}=4/3$, and the equations are then checked site by site.

For a finite-grid Thomas-Fermi solver with a screened operator and zero chemical potential, the stability bound also limits the error of an unconverged potential. Take $\psi$ to be the current iterate and $z'$ the charge that it sustains. If the residual $z-z'$ is at most $\varepsilon$ in magnitude at every site, the iterate is within $\varepsilon/\kappa$ of the solution everywhere. If the atomic potentials solve the equation on the same grid with the same $L$ and $c$, their sum is a starting guess that lies on or above the molecular solution at each site.
